# The spectral function of an ordered crystal: Lorentzian sum, sum rule and degeneracy

A spectral function computed from a Green matrix depends on the imaginary part $\eta$ added to the energy. For a finite Hermitian Hamiltonian with no self-energy, its peaks grow without bound as $\eta$ shrinks, so a raw peak height does not count states, and a plot does not show whether the broadening has lost spectral weight. For a Hermitian matrix, the contribution of every eigenvalue, the total area and the limit of $\pi\eta$ times the height as $\eta$ decreases to zero are known exactly. In alloy theory this is the ordered limit against which disorder broadening is judged, taken here for non-interacting electrons with a finite, energy-independent Hamiltonian matrix in an orthonormal basis at one fixed wave vector.

## Claim and derivation

Let $H$ be a Hermitian $N\times N$ matrix with real eigenvalues $\varepsilon_k$, repeated according to degeneracy; the label $k$ runs over the $N$ row indices and is not the wave vector. For complex $z$, real energy $E$, real $\eta$ and real $x$, define
$$G(z)=(z-H)^{-1},\qquad A_\eta(E)=-\frac1\pi\,\mathrm{Im}\,\mathrm{Tr}\,G(E+i\eta),\qquad L_\eta(x)=\frac1\pi\,\frac{\eta}{x^2+\eta^2},$$
and let $m(E)$ be the dimension of the solution space of $(E-H)v=0$. For $\eta>0$,
$$A_\eta(E)=\sum_k L_\eta(E-\varepsilon_k),\qquad \int_{-\infty}^{\infty}A_\eta(E)\,dE=N,$$
and for every real $E$, $\pi\eta A_\eta(E)\to m(E)$ as $\eta\downarrow0$.

1. The spectral theorem gives $H=U\,\mathrm{diag}(\varepsilon_k)\,U^\dagger$ with $U$ unitary. Since $z\,1=U(z\,1)U^\dagger$, we get $z-H=U\,\mathrm{diag}(z-\varepsilon_k)\,U^\dagger$.
2. If $z\neq\varepsilon_k$ for all $k$, then $G(z)=U\,\mathrm{diag}\big((z-\varepsilon_k)^{-1}\big)U^\dagger$, as multiplying by step 1 confirms. Cyclicity of the trace and $U^\dagger U=1$ give $\mathrm{Tr}\,G(z)=\sum_k (z-\varepsilon_k)^{-1}$.
3. At $z=E+i\eta$ with $\eta\ne0$, set $x=E-\varepsilon_k$. Then $1/(x+i\eta)=(x-i\eta)/(x^2+\eta^2)$, whose imaginary part times $-1/\pi$ is $L_\eta(x)$.
4. Write $L_\eta(x)=(\pi\eta)^{-1}\big(1+(x/\eta)^2\big)^{-1}$. With $y=x/\eta$ and $\eta>0$, the area is $(\pi\eta)^{-1}\,\eta\int dy/(1+y^2)=(\pi\eta)^{-1}\eta\,\pi=1$. A shift of the centre preserves the area, and $N$ terms give $N$.
5. Invertible factors preserve rank, so $E-H$ has the rank of $\mathrm{diag}(E-\varepsilon_k)$, the number of $k$ with $\varepsilon_k\ne E$. Rank plus nullity is $N$, so $m(E)$ is the number of $k$ with $\varepsilon_k=E$.
6. $\pi\eta L_\eta(x)=\eta^2/(x^2+\eta^2)$ equals $1$ at $x=0$ and tends to $0$ for $x\neq0$. Summing over $k$ counts the eigenvalues equal to $E$, which is $m(E)$.

As an instance, take three sites with all off-diagonal elements $-1$ and zero diagonal. The eigenvalues are $-2,1,1$. With $\eta=0.1$,
$$\pi\eta A_\eta(1)=2+\tfrac{0.01}{9.01}\approx2.0011,\qquad \pi\eta A_\eta(-2)=1+\tfrac{0.02}{9.01}\approx1.0022,\qquad \pi\eta A_\eta(0)=\tfrac{0.01}{4.01}+\tfrac{0.02}{1.01}\approx0.0223,$$
close to the multiplicities $2$, $1$ and $0$.

## Definitions

```lean
import Mathlib

open Matrix MeasureTheory Filter Topology

namespace OrderedSpectralFunction

noncomputable section

variable {n : Type*} [Fintype n] [DecidableEq n]
```

Rows and columns are labelled by a finite type `n`, and $N$ is `Fintype.card n`. The basis is orthonormal: no overlap matrix multiplies $z$. For $N=1$ the spectral function is a single Lorentzian. The type may also be empty, in which case both sums, the integral and the multiplicity are zero.

```lean
/-- The Green matrix `G(z) = (z - H)⁻¹`. -/
def green (H : Matrix n n ℂ) (z : ℂ) : Matrix n n ℂ := (z • (1 : Matrix n n ℂ) - H)⁻¹
```

Mathlib's inverse of a singular matrix is zero, so `green` is the resolvent only off the spectrum, and the theorems below use it only there.

```lean
/-- The spectral function `A_η(E) = -(1/π) Im Tr G(E + iη)`. -/
def spectralFunction (H : Matrix n n ℂ) (η E : ℝ) : ℝ :=
  -(1 / Real.pi) * (trace (green H ((E : ℂ) + η * Complex.I))).im

/-- The Lorentzian `L_η(x) = (1/π) η / (x² + η²)`. -/
def lorentzian (η x : ℝ) : ℝ := 1 / Real.pi * (η / (x ^ 2 + η ^ 2))
```

The sign fixes the retarded convention, $z=E+i\eta$ with prefactor $-1/\pi$. For $\eta>0$ the Lorentzian has half width $\eta$ at half maximum and height $1/(\pi\eta)$. The trace carries no spin factor and no division by $N$.

```lean
/-- The multiplicity of the energy `E`: the dimension of the space of vectors `v` with
`(E - H) v = 0`. -/
def multiplicity (H : Matrix n n ℂ) (E : ℝ) : ℕ :=
  Module.finrank ℂ (LinearMap.ker ((E : ℂ) • (1 : Matrix n n ℂ) - H).mulVecLin)
```

`multiplicity` is $m(E)$: `mulVecLin` turns the matrix $E-H$ into the linear map $v\mapsto(E-H)v$, and `Module.finrank` is the dimension of its kernel. The definition uses no list of eigenvalues.

## The Lorentzian sum

```lean
variable {H : Matrix n n ℂ}

/-- One unitary `U` brings `z - H` to the diagonal form `diag (z - ε_k)` for every `z`. -/
theorem shifted_diagonalisation (hH : H.IsHermitian) :
    ∃ U : Matrix n n ℂ, U * star U = 1 ∧ star U * U = 1 ∧ ∀ z : ℂ,
      z • (1 : Matrix n n ℂ) - H
        = U * diagonal (fun k => z - (hH.eigenvalues k : ℂ)) * star U := by
  have hU : (hH.eigenvectorUnitary : Matrix n n ℂ)
      * star (hH.eigenvectorUnitary : Matrix n n ℂ) = 1 :=
    Matrix.mem_unitaryGroup_iff.mp hH.eigenvectorUnitary.2
  have h : H = (hH.eigenvectorUnitary : Matrix n n ℂ)
      * diagonal (fun k => (hH.eigenvalues k : ℂ))
      * star (hH.eigenvectorUnitary : Matrix n n ℂ) := by
    have h0 := hH.spectral_theorem
    rw [Unitary.conjStarAlgAut_apply] at h0
    exact h0
  refine ⟨(hH.eigenvectorUnitary : Matrix n n ℂ), hU, mul_eq_one_comm.mp hU, fun z => ?_⟩
  have hd : diagonal (fun k => z - (hH.eigenvalues k : ℂ))
      = z • (1 : Matrix n n ℂ) - diagonal (fun k => (hH.eigenvalues k : ℂ)) := by
    ext i j
    rw [Matrix.sub_apply, Matrix.smul_apply, Matrix.diagonal_apply, Matrix.diagonal_apply,
      Matrix.one_apply]
    split_ifs <;> simp
  rw [hd, Matrix.mul_sub, Matrix.sub_mul, Matrix.mul_smul, Matrix.mul_one, Matrix.smul_mul, hU]
  exact congrArg (fun M => z • (1 : Matrix n n ℂ) - M) h
```

The hypothesis `hH : H.IsHermitian` is $H^\dagger=H$, `hH.eigenvalues k` is $\varepsilon_k$, and `star U` is $U^\dagger$. The quantifier over $z$ stands inside the existence of $U$, so one matrix serves for all energies. In the proof, `h` is the spectral theorem, `hd` splits $\mathrm{diag}(z-\varepsilon_k)$ into $z\,1-\mathrm{diag}(\varepsilon_k)$, and `hU` collapses the first term, as in step 1.

```lean
/-- For `z` different from every eigenvalue, `Tr G(z) = ∑_k 1/(z - ε_k)`. -/
theorem trace_green (hH : H.IsHermitian) {z : ℂ} (hz : ∀ k, z ≠ (hH.eigenvalues k : ℂ)) :
    trace (green H z) = ∑ k, (z - (hH.eigenvalues k : ℂ))⁻¹ := by
  obtain ⟨U, hU, hU', hs⟩ := shifted_diagonalisation hH
  have hD : diagonal (fun k => z - (hH.eigenvalues k : ℂ))
      * diagonal (fun k => (z - (hH.eigenvalues k : ℂ))⁻¹) = 1 := by
    rw [diagonal_mul_diagonal, ← diagonal_one]
    exact congrArg diagonal (funext fun k => mul_inv_cancel₀ (sub_ne_zero.mpr (hz k)))
  -- the Green matrix is diagonal in the eigenbasis
  have hinv : (z • (1 : Matrix n n ℂ) - H)⁻¹
      = U * diagonal (fun k => (z - (hH.eigenvalues k : ℂ))⁻¹) * star U := by
    apply Matrix.inv_eq_right_inv
    rw [hs z]
    calc _ = U * (diagonal (fun k => z - (hH.eigenvalues k : ℂ)) * (star U * U)
          * diagonal (fun k => (z - (hH.eigenvalues k : ℂ))⁻¹)) * star U := by
          simp only [Matrix.mul_assoc]
      _ = 1 := by rw [hU', Matrix.mul_one, hD, Matrix.mul_one, hU]
  rw [green, hinv, trace_mul_cycle, hU', Matrix.one_mul, trace_diagonal]
```

For step 2, `hD` inverts the diagonal factor entry by entry. `Matrix.inv_eq_right_inv` reduces the formula for $G$ to a product equal to the identity, which the `calc` block regroups around $U^\dagger U$. Then `trace_mul_cycle` brings $U^\dagger$ next to $U$.

```lean
/-- For `η ≠ 0` the spectral function is the sum of the Lorentzians `L_η(E - ε_k)` over the
eigenvalues of `H`. -/
theorem spectralFunction_eq_sum (hH : H.IsHermitian) {η : ℝ} (hη : η ≠ 0) (E : ℝ) :
    spectralFunction H η E = ∑ k, lorentzian η (E - hH.eigenvalues k) := by
  have hz : ∀ k, (E : ℂ) + η * Complex.I ≠ (hH.eigenvalues k : ℂ) :=
    fun k h => hη (by simpa using congrArg Complex.im h)
  rw [spectralFunction, trace_green hH hz, Complex.im_sum, Finset.mul_sum]
  refine Finset.sum_congr rfl fun k _ => ?_
  have hre : ((E : ℂ) + η * Complex.I - (hH.eigenvalues k : ℂ)).re
      = E - hH.eigenvalues k := by simp
  have him : ((E : ℂ) + η * Complex.I - (hH.eigenvalues k : ℂ)).im = η := by simp
  rw [Complex.inv_im, Complex.normSq_apply, hre, him, lorentzian]
  ring
```

For Hermitian $H$, whose eigenvalues are real, step 3 holds for either sign of $\eta$ as long as `η ≠ 0`. In `hz`, a coincidence $E+i\eta=\varepsilon_k$ is excluded by comparing imaginary parts. `Complex.inv_im` supplies $\mathrm{Im}(1/w)=-\mathrm{Im}\,w/|w|^2$ for complex $w$, and `hre`, `him` insert $E-\varepsilon_k$ and $\eta$.

## The sum rule

```lean
/-- For `η > 0` a Lorentzian centred at any energy `a` is integrable with unit area. -/
theorem lorentzian_integral {η : ℝ} (hη : 0 < η) (a : ℝ) :
    Integrable (fun E => lorentzian η (E - a)) ∧ ∫ E, lorentzian η (E - a) = 1 := by
  have hπ := Real.pi_ne_zero
  have hη' := hη.ne'
  -- rescale to `1 / (1 + y²)`
  have hF : lorentzian η = fun x => (Real.pi * η)⁻¹ * (1 + (x / η) ^ 2)⁻¹ := by
    funext x
    have h1 : 1 + (x / η) ^ 2 = (x ^ 2 + η ^ 2) / η ^ 2 := by
      field_simp
      ring
    have h2 : x ^ 2 + η ^ 2 ≠ 0 := by positivity
    rw [lorentzian, h1, inv_div]
    field_simp
  have hI : Integrable (lorentzian η) := by
    rw [hF]
    exact (integrable_inv_one_add_sq.comp_div hη').const_mul _
  have h3 : ∫ x : ℝ, (1 + (x / η) ^ 2)⁻¹ = |η| • ∫ y : ℝ, (1 + y ^ 2)⁻¹ :=
    Measure.integral_comp_div (fun y : ℝ => (1 + y ^ 2)⁻¹) η
  refine ⟨hI.comp_sub_right a, ?_⟩
  calc ∫ E, lorentzian η (E - a) = ∫ x, lorentzian η x :=
        integral_sub_right_eq_self (lorentzian η) a
    _ = ∫ x : ℝ, (Real.pi * η)⁻¹ * (1 + (x / η) ^ 2)⁻¹ :=
        congrArg (fun f : ℝ → ℝ => ∫ x, f x) hF
    _ = 1 := by
        rw [integral_const_mul, h3, integral_univ_inv_one_add_sq, abs_of_pos hη, smul_eq_mul]
        field_simp
```

`hF` is the rescaling in step 4. The substitution `h3` produces the Jacobian $|\eta|$, and `abs_of_pos hη` turns it into $\eta$. The value $\pi$ comes from `integral_univ_inv_one_add_sq`, and the shift by the centre `a` from `integral_sub_right_eq_self`.

```lean
/-- For `η > 0` the spectral function is integrable over the real energy axis and its
integral is the dimension of `H`. -/
theorem spectralFunction_integral (hH : H.IsHermitian) {η : ℝ} (hη : 0 < η) :
    Integrable (spectralFunction H η) ∧ ∫ E, spectralFunction H η E = Fintype.card n := by
  have hF : spectralFunction H η = fun E => ∑ k, lorentzian η (E - hH.eigenvalues k) :=
    funext (spectralFunction_eq_sum hH hη.ne')
  have hI : ∀ k ∈ (Finset.univ : Finset n),
      Integrable (fun E => lorentzian η (E - hH.eigenvalues k)) :=
    fun k _ => (lorentzian_integral hη _).1
  have h1 : ∀ a, ∫ E, lorentzian η (E - a) = 1 := fun a => (lorentzian_integral hη a).2
  constructor
  · rw [hF]
    exact integrable_finsetSum _ hI
  · calc ∫ E, spectralFunction H η E = ∫ E, ∑ k, lorentzian η (E - hH.eigenvalues k) :=
          congrArg (fun f : ℝ → ℝ => ∫ x, f x) hF
      _ = ∑ k, ∫ E, lorentzian η (E - hH.eigenvalues k) := integral_finsetSum _ hI
      _ = Fintype.card n := by simp [h1]
```

The sum rule is stated for Hermitian $H$, through the hypothesis `hH`. The integral is the Lebesgue integral over the whole real axis. Exchanging it with the finite sum through `integral_finsetSum` requires each term to be integrable, which `hI` provides.

## The peak height

```lean
/-- The multiplicity of `E` is the number of indices `k` with `ε_k = E`. -/
theorem multiplicity_eq_card (hH : H.IsHermitian) (E : ℝ) :
    multiplicity H E = (Finset.univ.filter fun k => hH.eigenvalues k = E).card := by
  obtain ⟨U, hU, -, hs⟩ := shifted_diagonalisation hH
  -- the rank of `E - H` counts the eigenvalues different from `E`
  have hr : ((E : ℂ) • (1 : Matrix n n ℂ) - H).rank
      = (Finset.univ.filter fun k => hH.eigenvalues k ≠ E).card := by
    rw [hs, rank_mul_eq_left_of_isUnit_det _ _ (isUnit_det_of_left_inverse hU),
      rank_mul_eq_right_of_isUnit_det _ _ (isUnit_det_of_right_inverse hU),
      rank_diagonal, Fintype.card_subtype]
    congr 1
    ext k
    simp only [Finset.mem_filter, Finset.mem_univ, true_and, ne_eq, sub_eq_zero,
      Complex.ofReal_inj]
    exact not_congr eq_comm
  have hc : (Finset.univ.filter fun k => hH.eigenvalues k ≠ E).card
      + (Finset.univ.filter fun k => hH.eigenvalues k = E).card = Fintype.card n := by
    rw [Finset.card_filter, Finset.card_filter, ← Finset.sum_add_distrib, ← Finset.card_univ,
      Finset.card_eq_sum_ones]
    refine Finset.sum_congr rfl fun k _ => ?_
    by_cases h : hH.eigenvalues k = E <;> simp [h]
  -- rank-nullity
  have hk : ((E : ℂ) • (1 : Matrix n n ℂ) - H).rank + multiplicity H E = Fintype.card n :=
    (LinearMap.finrank_range_add_finrank_ker
      ((E : ℂ) • (1 : Matrix n n ℂ) - H).mulVecLin).trans (by simp)
  omega
```

This is step 5, which assumes that $H$ is Hermitian. `hr` strips $U^\dagger$ and $U$ from the rank and counts the nonzero diagonal entries, `hc` splits the indices into those with $\varepsilon_k\ne E$ and $\varepsilon_k=E$, `hk` is rank–nullity, and `omega` subtracts.

```lean
/-- As `η` decreases to zero, `π η L_η(x)` tends to one for `x = 0` and to zero otherwise. -/
theorem lorentzian_peak_limit (x : ℝ) :
    Tendsto (fun η => Real.pi * η * lorentzian η x) (𝓝[>] 0) (𝓝 (if x = 0 then 1 else 0)) := by
  by_cases hx : x = 0
  · rw [if_pos hx, hx]
    refine tendsto_const_nhds.congr' ?_
    filter_upwards [self_mem_nhdsWithin] with η hη
    have hη' : η ≠ 0 := (show 0 < η from hη).ne'
    have hπ := Real.pi_ne_zero
    rw [lorentzian, zero_pow two_ne_zero, zero_add]
    field_simp
  · have hc : ContinuousAt (fun η => Real.pi * η * lorentzian η x) 0 := by
      unfold lorentzian
      fun_prop (disch := simpa using hx)
    rw [if_neg hx]
    simpa using hc.tendsto.mono_left (nhdsWithin_le_nhds (s := Set.Ioi (0 : ℝ)))
```

The filter `𝓝[>] 0` is the one-sided limit $\eta\downarrow0$. At $x=0$ the function is the constant $1$ for all positive $\eta$. For $x\ne0$ the denominator does not vanish at $\eta=0$, so the function is continuous there and the limit is its value $0$.

```lean
/-- For every real `E`, `π η A_η(E)` tends to the multiplicity of `E` as `η` decreases
to zero. -/
theorem spectralFunction_peak_limit (hH : H.IsHermitian) (E : ℝ) :
    Tendsto (fun η => Real.pi * η * spectralFunction H η E) (𝓝[>] 0)
      (𝓝 (multiplicity H E : ℝ)) := by
  have hs : Tendsto (fun η => ∑ k, Real.pi * η * lorentzian η (E - hH.eigenvalues k))
      (𝓝[>] 0) (𝓝 (∑ k, if E - hH.eigenvalues k = 0 then (1 : ℝ) else 0)) :=
    tendsto_finsetSum _ fun k _ => lorentzian_peak_limit _
  have hm : (multiplicity H E : ℝ)
      = ∑ k, if E - hH.eigenvalues k = 0 then (1 : ℝ) else 0 := by
    rw [multiplicity_eq_card hH, Finset.card_filter, Nat.cast_sum]
    refine Finset.sum_congr rfl fun k _ => ?_
    by_cases h : hH.eigenvalues k = E
    · simp [h]
    · have h' : E - hH.eigenvalues k ≠ 0 := sub_ne_zero.mpr (Ne.symm h)
      simp [h, h']
  rw [hm]
  refine hs.congr' ?_
  filter_upwards [self_mem_nhdsWithin] with η hη
  rw [spectralFunction_eq_sum hH (show 0 < η from hη).ne', Finset.mul_sum]
```

The limit is stated for Hermitian $H$. `hs` adds the limits term by term, `hm` identifies the sum of ones and zeros with $m(E)$, and `hs.congr'` replaces the sum by $\pi\eta A_\eta(E)$, to which it is equal for $\eta>0$.

## The theorem

```lean
/-- For Hermitian `H` and `η > 0`, `A_η` is the sum of Lorentzians at the eigenvalues and is
integrable with integral the dimension of `H`; for every real `E`, `π η A_η(E)` tends to the
multiplicity of `E` as `η` decreases to zero. -/
theorem ordered_spectral_function (hH : H.IsHermitian) :
    (∀ η, 0 < η →
      (∀ E, spectralFunction H η E = ∑ k, lorentzian η (E - hH.eigenvalues k)) ∧
      Integrable (spectralFunction H η) ∧ ∫ E, spectralFunction H η E = Fintype.card n) ∧
    ∀ E, Tendsto (fun η => Real.pi * η * spectralFunction H η E) (𝓝[>] 0)
      (𝓝 (multiplicity H E : ℝ)) :=
  ⟨fun _ hη => ⟨spectralFunction_eq_sum hH hη.ne', spectralFunction_integral hH hη⟩,
    spectralFunction_peak_limit hH⟩

end

end OrderedSpectralFunction
```

```lean
#print axioms OrderedSpectralFunction.spectralFunction_eq_sum
-- 'OrderedSpectralFunction.spectralFunction_eq_sum' depends on axioms: [propext, Classical.choice, Quot.sound]
#print axioms OrderedSpectralFunction.ordered_spectral_function
-- 'OrderedSpectralFunction.ordered_spectral_function' depends on axioms: [propext, Classical.choice, Quot.sound]
```

For every Hermitian $H$ and every $\eta>0$, $A_\eta$ is the Lorentzian sum at each energy, is integrable, and has integral $N$. For every real $E$, in the spectrum or not, $\pi\eta A_\eta(E)$ tends to $m(E)$. The limit is pointwise in $E$ with no rate. The theorem concerns a fixed matrix $H$: an energy-dependent Korringa–Kohn–Rostoker (KKR) matrix, a self-energy from the coherent potential approximation (CPA) and an integral over the Brillouin zone are not part of the model.

## Hypotheses, alternatives and practice

The three-site numbers above and the observations below rest on ordinary algebra and are not statements of the Lean file.

Hermiticity ties the peak height to the kernel. For $H=\begin{pmatrix}0&1\\0&0\end{pmatrix}$, $\mathrm{Tr}\,G(z)=2/z$, so $\pi\eta A_\eta(0)=2$ for all $\eta>0$, while $Hv=0$ has a one-dimensional solution space. The sign of $\eta$ matters for the sum rule: $L_{-\eta}=-L_\eta$, so for Hermitian $H$ a negative $\eta$ gives area $-N$.

Multiplicity could have been defined as the order of $E$ as a root of the characteristic polynomial. For Hermitian $H$ the number is the same, and in the $2\times2$ example it would be $2$, matching the limit. The kernel dimension counts independent eigenstates directly, at the price of step 5. A different limit statement, $A_\eta\to\sum_k\delta(E-\varepsilon_k)$ against test functions, would describe the weight of the peaks instead of their height.

In a code, $A_\eta$ can be obtained by inverting $E+i\eta-H$ on an energy grid or by diagonalising once and summing Lorentzians, and agreement of the two checks the inversion, trace and prefactor against the eigenvalue route, though not the construction of $H$, which both routes share. A numerical sum rule covers only a finite window: a Lorentzian leaves the weight $1-(2/\pi)\arctan(W/\eta)\approx 2\eta/(\pi W)$ beyond a distance $W\gg\eta$ from its centre. At finite $\eta$, a level at distance $\Delta$ from $E$ adds $\eta^2/(\Delta^2+\eta^2)$ to $\pi\eta A_\eta(E)$, so $\pi\eta A_\eta(E)$ rounds to $m(E)$ when these contributions, summed over all eigenvalues different from $E$ and counted with their degeneracy, stay below $1/2$; this holds once $\eta$ is small enough compared with the distance to the nearest other level.
